# The structure factor and Ziman's transport integral for an isotropic ensemble of finitely many ions

## Ions, phases and weights

Let $N\ge 1$ identical ions sit at positions $R_j$ in a real inner product space, and let $q$ be a momentum transfer in the same space, with $\hbar=1$. Each ion scatters with a complex form factor $v$. The amplitude and the structure factor are

$$A(q)=\sum_j v\,e^{i q\cdot R_j},\qquad S(q)=\frac1N\sum_{i,j}\cos\big(q\cdot(R_i-R_j)\big).$$

The double sum runs over all ordered pairs, including $i=j$, so a single ion has $S=1$.

A configuration $\omega$ of the ions carries a statistical weight $\mu$. The ensemble is isotropic if the average of $S(q)$ over $\mu$ exists and equals $s(|q|)$, a function of the length of $q$ alone. The electron scatters elastically from $\mathbf k$ to $\mathbf k'$, both of length $k>0$, through the angle $\theta\in[0,\pi]$. The weight $1-\cos\theta$ measures the loss of forward momentum, and $\sin\theta\,d\theta$ is, up to the factor $2\pi$ from the azimuth, the solid-angle element in three dimensions.

For such an ensemble, with $s$ and $v$ continuous on $[0,2k]$ and $v$ depending only on $|q|$, and with $\langle\cdot\rangle$ for the average over $\mu$, the claim is

$$\int_0^\pi(1-\cos\theta)\,\big\langle|A(\mathbf k'-\mathbf k)|^2\big\rangle\sin\theta\,d\theta=\frac{N}{2k^4}\int_0^{2k}q^3\,s(q)\,|v(q)|^2\,dq .$$

This is the integral in Ziman's theory of the resistivity of liquid metals, here for finitely many ions and single scattering of a free electron. The resistivity prefactor and the Boltzmann equation behind it are not derived.

## From phases to the $q^3$ weight

Write $C=\sum_j\cos(q\cdot R_j)$ and $D=\sum_j\sin(q\cdot R_j)$. Then $A=v(C+iD)$, so $|A|^2=|v|^2(C^2+D^2)$. Multiplying out the squares gives

$$C^2+D^2=\sum_{i,j}\big[\cos(q\cdot R_i)\cos(q\cdot R_j)+\sin(q\cdot R_i)\sin(q\cdot R_j)\big]=\sum_{i,j}\cos\big(q\cdot(R_i-R_j)\big)=N\,S(q).$$

Hence $|A(q)|^2=N S(q)|v|^2$, and $S(q)\ge0$ because $NS$ is a sum of two squares.

The largest value of $S$ follows from

$$N^2-N S(q)=\sum_{i,j}\big[1-\cos(q\cdot(R_i-R_j))\big].$$

Every term on the right is nonnegative. So $S(q)=N$ exactly when every term vanishes, that is, when every phase difference is an integer multiple of $2\pi$. This is the Bragg condition.

For elastic scattering,

$$|\mathbf k'-\mathbf k|^2=2k^2(1-\cos\theta)=4k^2\sin^2(\theta/2).$$

Since $\sin(\theta/2)\ge0$ on $[0,\pi]$, the length is $q=2k\sin(\theta/2)$. It runs from $0$ to $2k$, with $dq=k\cos(\theta/2)\,d\theta$. Therefore

$$1-\cos\theta=\frac{q^2}{2k^2},\qquad \sin\theta\,d\theta=2\sin\tfrac\theta2\cos\tfrac\theta2\,d\theta=\frac{q\,dq}{k^2}.$$

The product of the two is $q^3\,dq/(2k^4)$, so for continuous $F$

$$\int_0^\pi(1-\cos\theta)\,F(2k\sin\tfrac\theta2)\sin\theta\,d\theta=\frac1{2k^4}\int_0^{2k}q^3F(q)\,dq.$$

Averaging the factorised intensity gives $N s(q)|v(q)|^2$. Setting $F=s|v|^2$ and multiplying by $N$ yields the claim.

## Two ions and a quadratic integrand in numbers

Take two ions with $v=1$ and phases $0$ and $\pi/3$. The amplitude is $1+e^{i\pi/3}=\tfrac32+\tfrac{\sqrt3}2i$, with squared modulus $\tfrac94+\tfrac34=3$. The pair sum gives $S=\tfrac12(2+2\cos\tfrac\pi3)=\tfrac32$, and $NS=3$ agrees.

For the integral, take $k=1$ and $F(q)=q^2$, so that $F(2\sin(\theta/2))=2(1-\cos\theta)$. With $u=1-\cos\theta$ the left side is $\int_0^2 2u^2\,du=\tfrac{16}3$. The right side is $\tfrac12\int_0^2q^5\,dq=\tfrac12\cdot\tfrac{64}6=\tfrac{16}3$.

## The development in Lean

The finite type `ι` labels the ions, `V` is the space of positions and wavevectors, and `Ω` is the space of configurations.

```lean
import Mathlib

open MeasureTheory

namespace ZimanTransport

noncomputable section

variable {ι V Ω : Type*} [Fintype ι] [NormedAddCommGroup V] [InnerProductSpace ℝ V]
  [MeasurableSpace Ω]
```

The amplitude takes the form factor as a single complex number. Its dependence on $|q|$ enters only in the transport theorem.

```lean
/-- Scattering amplitude `∑ v exp(i q·R_j)` of identical ions at the positions `R j`, each with
form factor `v`, at momentum transfer `q`. -/
def amplitude (v : ℂ) (R : ι → V) (q : V) : ℂ :=
  ∑ j, v * Complex.exp (Complex.I * ((inner ℝ q (R j) : ℝ) : ℂ))
```

`Fintype.card ι` is $N$, and `inner ℝ q (R i - R j)` is the phase difference.

```lean
/-- Structure factor `S(q) = (1/N) ∑ cos(q·(R_i - R_j))`, summed over all ordered pairs of the
`N` ions, for `N ≥ 1`. -/
def structureFactor (R : ι → V) (q : V) : ℝ :=
  (∑ i, ∑ j, Real.cos (inner ℝ q (R i - R j))) / (Fintype.card ι : ℝ)
```

Isotropy is a hypothesis on the ensemble, imposed for every $q$ in `V`. The integrability clause matters because Lean assigns the value zero to the integral of a non-integrable function. The total weight of `μ` is not fixed to one, so `s` is the average structure factor multiplied by that weight when it is finite and nonzero.

```lean
/-- An ensemble of configurations `R ω` with statistical weight `μ` is isotropic with radial
structure factor `s` if, for every `q`, `S(q)` is integrable over `μ` and its integral equals
`s(|q|)`. This integral is the average of `S(q)` when `μ` has total mass one. -/
def IsIsotropic (μ : Measure Ω) (R : Ω → ι → V) (s : ℝ → ℝ) : Prop :=
  ∀ q : V, Integrable (fun ω => structureFactor (R ω) q) μ ∧
    ∫ ω, structureFactor (R ω) q ∂μ = s ‖q‖
```

The first lemma is the identity $NS=C^2+D^2$: the products of sums are expanded and the cosine of a difference is applied.

```lean
/-- The pair sum of cosines is the sum of the squares of the total cosine and the total sine. -/
theorem pair_sum_eq (R : ι → V) (q : V) :
    ∑ i, ∑ j, Real.cos (inner ℝ q (R i - R j)) =
      (∑ j, Real.cos (inner ℝ q (R j))) ^ 2 + (∑ j, Real.sin (inner ℝ q (R j))) ^ 2 := by
  simp only [sq, Finset.sum_mul_sum, ← Finset.sum_add_distrib, inner_sub_right, Real.cos_sub]
```

Nonnegativity follows at once.

```lean
/-- The structure factor is nonnegative. -/
theorem structureFactor_nonneg (R : ι → V) (q : V) : 0 ≤ structureFactor R q := by
  rw [structureFactor, pair_sum_eq]
  positivity
```

In the factorisation, `h` writes the amplitude as $v(C+iD)$, `h2` takes the squared modulus, and `h3` cancels $N$ against the denominator of $S$. `[Nonempty ι]` says $N\ge1$.

```lean
/-- For at least one ion, the scattered intensity factorises as `N S(q) |v|²`. -/
theorem norm_sq_amplitude [Nonempty ι] (v : ℂ) (R : ι → V) (q : V) :
    ‖amplitude v R q‖ ^ 2 = (Fintype.card ι : ℝ) * structureFactor R q * ‖v‖ ^ 2 := by
  have hN : (Fintype.card ι : ℝ) ≠ 0 := Nat.cast_ne_zero.2 Fintype.card_ne_zero
  -- split the phase sum into its real and imaginary parts
  have h : amplitude v R q = v * (((∑ j, Real.cos (inner ℝ q (R j)) : ℝ) : ℂ)
      + ((∑ j, Real.sin (inner ℝ q (R j)) : ℝ) : ℂ) * Complex.I) := by
    unfold amplitude
    rw [← Finset.mul_sum]
    congr 1
    simp only [Complex.ofReal_sum, Complex.ofReal_cos, Complex.ofReal_sin]
    rw [Finset.sum_mul, ← Finset.sum_add_distrib]
    refine Finset.sum_congr rfl fun j _ => ?_
    rw [mul_comm Complex.I, Complex.exp_mul_I]
  have h2 : ∀ a b : ℝ, ‖(a : ℂ) + (b : ℂ) * Complex.I‖ ^ 2 = a ^ 2 + b ^ 2 := fun a b => by
    rw [Complex.sq_norm, Complex.normSq_add_mul_I]
  have h3 : ∀ P : ℝ, (Fintype.card ι : ℝ) * (P / (Fintype.card ι : ℝ)) = P := fun P => by
    field_simp
  rw [h, norm_mul, mul_pow, h2, ← pair_sum_eq, structureFactor, h3, mul_comm]
```

The Bragg criterion uses the gap identity `hgap`. The forward direction applies the vanishing of a sum of nonnegative terms twice, once for each index; the reverse direction sets every cosine to one.

```lean
/-- For at least one ion, `S(q) = N` holds exactly when all phase differences `q·(R_i - R_j)`
are integer multiples of `2π` (the Bragg condition). -/
theorem structureFactor_eq_card_iff [Nonempty ι] (R : ι → V) (q : V) :
    structureFactor R q = (Fintype.card ι : ℝ) ↔
      ∀ i j, ∃ n : ℤ, inner ℝ q (R i - R j) = (n : ℝ) * (2 * Real.pi) := by
  have hN : (Fintype.card ι : ℝ) ≠ 0 := Nat.cast_ne_zero.2 Fintype.card_ne_zero
  have hnn : ∀ i j, 0 ≤ 1 - Real.cos (inner ℝ q (R i - R j)) := fun i j =>
    sub_nonneg.2 (Real.cos_le_one _)
  have hgap : ∑ i, ∑ j, (1 - Real.cos (inner ℝ q (R i - R j))) =
      (Fintype.card ι : ℝ) * (Fintype.card ι : ℝ)
        - ∑ i, ∑ j, Real.cos (inner ℝ q (R i - R j)) := by
    simp only [Finset.sum_sub_distrib, Finset.sum_const, Finset.card_univ, nsmul_eq_mul, mul_one]
  rw [structureFactor, div_eq_iff hN]
  constructor
  · intro h i j
    -- a vanishing sum of nonnegative terms vanishes term by term
    rw [h, sub_self] at hgap
    have h1 := (Finset.sum_eq_zero_iff_of_nonneg
      (fun i _ => Finset.sum_nonneg fun j _ => hnn i j)).1 hgap i (Finset.mem_univ i)
    have h2 := (Finset.sum_eq_zero_iff_of_nonneg (fun j _ => hnn i j)).1 h1 j (Finset.mem_univ j)
    obtain ⟨n, hn⟩ := (Real.cos_eq_one_iff _).1 (sub_eq_zero.1 h2).symm
    exact ⟨n, hn.symm⟩
  · intro h
    have h1 : ∀ i j, Real.cos (inner ℝ q (R i - R j)) = 1 := fun i j => by
      obtain ⟨n, hn⟩ := h i j
      exact (Real.cos_eq_one_iff _).2 ⟨n, hn.symm⟩
    simp only [h1, Finset.sum_const, Finset.card_univ, nsmul_eq_mul, mul_one]
```

The wavevectors $\mathbf k$ and $\mathbf k'$ are `p` and `p'` here. Both sides of the length formula are nonnegative, so the proof compares their squares, using the half-angle form of the cosine.

```lean
/-- In elastic scattering between wavevectors of equal length `k` that enclose the angle `θ`, the
momentum transfer has length `2k sin(θ/2)`. -/
theorem momentum_transfer {k : ℝ} {p p' : V} (hp : ‖p‖ = k) (hp' : ‖p'‖ = k) :
    ‖p' - p‖ = 2 * k * Real.sin (InnerProductGeometry.angle p p' / 2) := by
  have hi := InnerProductGeometry.cos_angle_mul_norm_mul_norm p p'
  have h0 := InnerProductGeometry.angle_nonneg p p'
  have h1 := InnerProductGeometry.angle_le_pi p p'
  have hk : 0 ≤ k := hp ▸ norm_nonneg p
  rw [hp, hp'] at hi
  generalize InnerProductGeometry.angle p p' = a at *
  have hc : Real.cos a = 2 * Real.cos (a / 2) ^ 2 - 1 := by
    rw [← Real.cos_two_mul]
    congr 1
    ring
  have hs : 0 ≤ Real.sin (a / 2) :=
    Real.sin_nonneg_of_nonneg_of_le_pi (by linarith) (by linarith)
  refine (sq_eq_sq₀ (norm_nonneg _) (by positivity)).1 ?_
  rw [norm_sub_rev, norm_sub_sq_real, ← hi, hp, hp', hc]
  linear_combination (-4 * k ^ 2) * Real.sin_sq_add_cos_sq (a / 2)
```

In the change of variables, `hder` supplies $dq/d\theta$ and `himg` shows that $q$ stays in $[0,2k]$, the only place where `F` must be continuous. The substitution is applied to $q^3F(q)$, after which the half-angle identities `hc` and `hs` match the integrands point by point.

```lean
/-- Ziman's form of the transport integral: for `k > 0` and `F` continuous on `[0, 2k]`, the
integral of `F(2k sin(θ/2))` over `[0, π]` with weight `(1 - cos θ) sin θ` equals `1/(2k⁴)` times
the integral of `q³ F(q)` over `[0, 2k]`. -/
theorem ziman_substitution {k : ℝ} (hk : 0 < k) {F : ℝ → ℝ}
    (hF : ContinuousOn F (Set.Icc 0 (2 * k))) :
    ∫ θ in (0 : ℝ)..Real.pi, (1 - Real.cos θ) * F (2 * k * Real.sin (θ / 2)) * Real.sin θ =
      1 / (2 * k ^ 4) * ∫ q in (0 : ℝ)..(2 * k), q ^ 3 * F q := by
  have hder : ∀ θ ∈ Set.uIcc 0 Real.pi,
      HasDerivAt (fun θ : ℝ => 2 * k * Real.sin (θ / 2)) (k * Real.cos (θ / 2)) θ := fun θ _ =>
    ((((hasDerivAt_id' θ).div_const 2).sin).const_mul (2 * k)).congr_deriv (by ring)
  have himg : (fun θ : ℝ => 2 * k * Real.sin (θ / 2)) '' Set.uIcc 0 Real.pi ⊆
      Set.Icc 0 (2 * k) := by
    rintro _ ⟨θ, hθ, rfl⟩
    rw [Set.uIcc_of_le Real.pi_pos.le] at hθ
    have h0 : 0 ≤ Real.sin (θ / 2) := Real.sin_nonneg_of_nonneg_of_le_pi
      (by linarith [hθ.1]) (by linarith [hθ.1, hθ.2, Real.pi_pos])
    exact ⟨mul_nonneg (by positivity) h0,
      mul_le_of_le_one_right (by positivity) (Real.sin_le_one _)⟩
  -- substitute q = 2k sin(θ/2)
  have hsub := intervalIntegral.integral_comp_mul_deriv' (g := fun q => q ^ 3 * F q) hder
    (by fun_prop : Continuous fun θ : ℝ => k * Real.cos (θ / 2)).continuousOn
    (((continuous_pow 3).continuousOn.mul hF).mono himg)
  simp only [Function.comp_def, zero_div, Real.sin_zero, mul_zero, Real.sin_pi_div_two,
    mul_one] at hsub
  rw [← hsub, ← intervalIntegral.integral_const_mul]
  refine intervalIntegral.integral_congr fun θ _ => ?_
  have hc : Real.cos θ = 1 - 2 * Real.sin (θ / 2) ^ 2 := by
    have h : Real.cos θ = 2 * Real.cos (θ / 2) ^ 2 - 1 := by
      rw [← Real.cos_two_mul]
      congr 1
      ring
    linear_combination h + 2 * Real.sin_sq_add_cos_sq (θ / 2)
  have hs : Real.sin θ = 2 * Real.sin (θ / 2) * Real.cos (θ / 2) := by
    rw [← Real.sin_two_mul]
    congr 1
    ring
  have hk4 : 1 / (2 * k ^ 4) * (8 * k ^ 4) = 4 := by
    rw [div_mul_eq_mul_div, div_eq_iff (by positivity)]
    ring
  rw [hc, hs]
  generalize F (2 * k * Real.sin (θ / 2)) = y
  linear_combination (-(Real.sin (θ / 2) ^ 3 * Real.cos (θ / 2) * y)) * hk4
```

The transport theorem joins the parts. The incoming wavevector is `kin`, and `kout θ` is an outgoing one of the same length at angle `θ`; such a family requires at least two dimensions. The step `hI` factorises the intensity inside the ensemble integral, replaces the averaged structure factor by `s`, and inserts the momentum transfer. The substitution theorem then finishes the calculation.

The squared amplitude stands for the scattering probability in the Born approximation, which is taken as the starting point. The continuity of `s` and `v` is likewise assumed.

```lean
/-- Ziman's transport integral for an isotropic ensemble of `N ≥ 1` ions, with `s` and `v`
continuous on `[0, 2k]`: for elastic scattering from `kin` to `kout θ`, at angle `θ` and wavenumber
`k > 0`, the intensity integrated over `μ`, and then over `θ` in `[0, π]` with weight
`(1 - cos θ) sin θ`, equals `N/(2k⁴)` times the integral of `q³ s(q) |v(q)|²` over `[0, 2k]`. -/
theorem ziman_transport_integral [Nonempty ι] {μ : Measure Ω} {R : Ω → ι → V} {s : ℝ → ℝ}
    {v : ℝ → ℂ} {k : ℝ} (hk : 0 < k) (hR : IsIsotropic μ R s)
    (hs : ContinuousOn s (Set.Icc 0 (2 * k))) (hv : ContinuousOn v (Set.Icc 0 (2 * k)))
    {kin : V} {kout : ℝ → V} (hin : ‖kin‖ = k)
    (hout : ∀ θ ∈ Set.Icc 0 Real.pi,
      ‖kout θ‖ = k ∧ InnerProductGeometry.angle kin (kout θ) = θ) :
    ∫ θ in (0 : ℝ)..Real.pi, (1 - Real.cos θ) *
        (∫ ω, ‖amplitude (v ‖kout θ - kin‖) (R ω) (kout θ - kin)‖ ^ 2 ∂μ) * Real.sin θ =
      (Fintype.card ι : ℝ) / (2 * k ^ 4) *
        ∫ q in (0 : ℝ)..(2 * k), q ^ 3 * (s q * ‖v q‖ ^ 2) := by
  have hF : ContinuousOn (fun q => s q * ‖v q‖ ^ 2) (Set.Icc 0 (2 * k)) :=
    hs.mul (hv.norm.pow 2)
  have hZ := ziman_substitution hk hF
  have hI : ∫ θ in (0 : ℝ)..Real.pi, (1 - Real.cos θ) *
        (∫ ω, ‖amplitude (v ‖kout θ - kin‖) (R ω) (kout θ - kin)‖ ^ 2 ∂μ) * Real.sin θ =
      ∫ θ in (0 : ℝ)..Real.pi, (Fintype.card ι : ℝ) * ((1 - Real.cos θ) *
        (s (2 * k * Real.sin (θ / 2)) * ‖v (2 * k * Real.sin (θ / 2))‖ ^ 2) * Real.sin θ) := by
    refine intervalIntegral.integral_congr fun θ hθ => ?_
    rw [Set.uIcc_of_le Real.pi_pos.le] at hθ
    obtain ⟨h1, h2⟩ := hout θ hθ
    have hq := momentum_transfer hin h1
    rw [h2] at hq
    -- the averaged intensity depends only on the length of the momentum transfer
    simp only [norm_sq_amplitude]
    rw [integral_mul_const, integral_const_mul, (hR _).2, hq]
    ring
  rw [hI, intervalIntegral.integral_const_mul, hZ]
  ring
```

A freely rotating dimer in the plane, modelled by `ℂ`, provides an isotropic ensemble. Its bond length is the unit of distance.

```lean
/-- A planar dimer with one ion at the origin and the other on the unit circle at angle `ω`. -/
def dimer (ω : ℝ) : Fin 2 → ℂ := ![0, ⟨Real.cos ω, Real.sin ω⟩]
```

For one orientation, $S=1+\cos(|q|\cos(\omega-\arg q))$, which is `key`. Integration over a full turn removes the shift by $\arg q$, because the integrand is periodic. The weight here has total mass $2\pi$, so the average per unit weight is

$$\frac1{2\pi}\int_0^{2\pi}\big[1+\cos(q\cos\omega)\big]\,d\omega,$$

which equals $2=N$ at $q=0$. The example shows that the isotropy condition can be met by a finite cluster; it is not a model of a three-dimensional liquid.

```lean
/-- The planar dimer with uniform weight of total mass `2π` on the orientations `0 < ω ≤ 2π` is
isotropic in the sense of `IsIsotropic`, with `s(q)` the integral of `1 + cos(q cos ω)` over
`[0, 2π]`, not divided by `2π`. -/
theorem isIsotropic_witness :
    IsIsotropic (volume.restrict (Set.Ioc 0 (2 * Real.pi))) dimer
      (fun q => ∫ ω in (0 : ℝ)..(2 * Real.pi), (1 + Real.cos (q * Real.cos ω))) := by
  intro q
  have key : ∀ ω, structureFactor (dimer ω) q =
      1 + Real.cos (‖q‖ * Real.cos (ω - Complex.arg q)) := fun ω => by
    have hi : inner ℝ q (⟨Real.cos ω, Real.sin ω⟩ : ℂ) =
        ‖q‖ * Real.cos (ω - Complex.arg q) := by
      rw [Complex.inner, Real.cos_sub]
      simp only [Complex.mul_re, Complex.conj_re, Complex.conj_im]
      linear_combination (-Real.cos ω) * Complex.norm_mul_cos_arg q
        - Real.sin ω * Complex.norm_mul_sin_arg q
    rw [← hi]
    simp only [structureFactor, dimer, Fin.sum_univ_two, Matrix.cons_val_zero,
      Matrix.cons_val_one, Matrix.cons_val_fin_one, sub_self, zero_sub, sub_zero,
      inner_neg_right, inner_zero_right, Real.cos_neg, Real.cos_zero, Fintype.card_fin,
      Nat.cast_ofNat]
    ring
  simp only [key]
  constructor
  · exact (by fun_prop : Continuous fun ω : ℝ =>
      1 + Real.cos (‖q‖ * Real.cos (ω - Complex.arg q))).integrableOn_Ioc
  · -- shifting the orientation by arg q leaves the integral over a full turn unchanged
    have hper : Function.Periodic (fun x : ℝ => 1 + Real.cos (‖q‖ * Real.cos x))
        (2 * Real.pi) := fun x => by
      simp only [Real.cos_add_two_pi]
    have h := hper.intervalIntegral_add_eq (0 - Complex.arg q) 0
    have e : 2 * Real.pi - Complex.arg q = 0 - Complex.arg q + 2 * Real.pi := by ring
    rw [← intervalIntegral.integral_of_le (by positivity),
      intervalIntegral.integral_comp_sub_right
        (fun x : ℝ => 1 + Real.cos (‖q‖ * Real.cos x)) (Complex.arg q), e, h, zero_add]

end

end ZimanTransport
```

```lean
#print axioms ZimanTransport.structureFactor_nonneg
#print axioms ZimanTransport.structureFactor_eq_card_iff
#print axioms ZimanTransport.ziman_transport_integral
```

```
'ZimanTransport.structureFactor_nonneg' depends on axioms: [propext, Classical.choice, Quot.sound]
'ZimanTransport.structureFactor_eq_card_iff' depends on axioms: [propext, Classical.choice, Quot.sound]
'ZimanTransport.ziman_transport_integral' depends on axioms: [propext, Classical.choice, Quot.sound]
```
